# Cutting the Green-Kubo integral at the first zero gives an underdamped trapped atom a spurious diffusivity

An atom held in a harmonic trap, or vibrating about its site in a solid, goes nowhere in the long run, so its diffusivity is zero. In the Green-Kubo approach, the diffusivity along one axis is the time integral of the velocity correlation function. A simulation delivers that function with growing relative noise at long times, so the integral has to stop somewhere, and the first zero of the correlation is a plausible place. What diffusivity does the trapped atom then get? Here the question is answered for a single damped mode with a noise-free correlation function.

## The correlation, its running integral and the cutoff

```lean
import Mathlib

open Real MeasureTheory Filter Topology Set

namespace TrappedAtomGreenKubo

noncomputable section

/-- Normalised velocity correlation of a trapped atom with damping rate `g` and
oscillation frequency `w ≠ 0`. -/
def vacf (g w t : ℝ) : ℝ :=
  Real.exp (-g * t) * (Real.cos (w * t) - g / w * Real.sin (w * t))
```

The function `vacf` takes three real numbers and returns

$$C(t)=e^{-gt}\left(\cos wt-\frac gw\sin wt\right).$$

Here $g$ is the damping rate of the oscillation and $w$ its angular frequency. A real, nonzero $w$ means that the motion is underdamped. The formula is put in as a definition: the file contains no ensemble average and does not derive $C$ from a stochastic equation of motion.

```lean
/-- Running Green-Kubo integral: the velocity correlation integrated from time `0` to `T`,
for `w ≠ 0`. -/
def greenKubo (g w T : ℝ) : ℝ := ∫ t in (0 : ℝ)..T, vacf g w t
```

This is the running integral $K(T)=\int_0^T C(t)\,dt$, written as a true integral and not as a ready-made formula. Since $C$ is normalised, $K$ has the dimension of time. Multiplying it by the mean square velocity along the axis gives the diffusivity estimate.

```lean
/-- The truncation time `arctan (w / g) / w`, for `g, w > 0`. -/
def firstZero (g w : ℝ) : ℝ := Real.arctan (w / g) / w
```

The cutoff is $t_0=\arctan(w/g)/w$. The name `firstZero` proves nothing by itself; that $t_0$ is the first zero of $C$ is a theorem below.

## The running integral is a damped oscillation

```lean
/-- For `w ≠ 0` the velocity correlation is the time derivative of `exp (-g t) sin (w t) / w`. -/
theorem hasDerivAt_displacement {g w : ℝ} (hw : w ≠ 0) (t : ℝ) :
    HasDerivAt (fun s => Real.exp (-g * s) * Real.sin (w * s) / w) (vacf g w t) t := by
  have h1 : HasDerivAt (fun s : ℝ => -g * s) (-g) t :=
    ((hasDerivAt_id' t).const_mul (-g)).congr_deriv (mul_one _)
  have h2 : HasDerivAt (fun s : ℝ => w * s) w t :=
    ((hasDerivAt_id' t).const_mul w).congr_deriv (mul_one _)
  have hW : w * w⁻¹ = 1 := mul_inv_cancel₀ hw
  refine ((h1.exp.fun_mul h2.sin).div_const w).congr_deriv ?_
  show (Real.exp (-g * t) * (-g) * Real.sin (w * t)
    + Real.exp (-g * t) * (Real.cos (w * t) * w)) / w
    = Real.exp (-g * t) * (Real.cos (w * t) - g / w * Real.sin (w * t))
  linear_combination Real.exp (-g * t) * Real.cos (w * t) * hW
```

`HasDerivAt f f' t` says that the function `f` has derivative `f'` at the point `t`. The hypothesis `hw` says that $w\neq0$. By the product rule,

$$\frac{d}{dt}\,\frac{e^{-gt}\sin wt}{w}=\frac{e^{-gt}(-g\sin wt+w\cos wt)}{w}=C(t).$$

In the proof, `h1` and `h2` differentiate $-gt$ and $wt$, and the expression after `refine` assembles the product rule from them. The tactic `linear_combination` then checks the last equality, using $w\,w^{-1}=1$.

```lean
theorem continuous_vacf (g w : ℝ) : Continuous (fun t => vacf g w t) := by
  unfold vacf
  fun_prop
```

$C$ is continuous, and therefore integrable over any finite interval.

```lean
/-- For `w ≠ 0` the running Green-Kubo integral up to time `T` is
`exp (-g T) sin (w T) / w`. -/
theorem greenKubo_eq {g w : ℝ} (hw : w ≠ 0) (T : ℝ) :
    greenKubo g w T = Real.exp (-g * T) * Real.sin (w * T) / w := by
  unfold greenKubo
  rw [intervalIntegral.integral_eq_sub_of_hasDerivAt
    (fun t _ => hasDerivAt_displacement hw t) ((continuous_vacf g w).intervalIntegrable 0 T)]
  simp
```

With the antiderivative known, the fundamental theorem of calculus gives

$$K(T)=\frac{e^{-gT}\sin wT}{w}-\frac{e^{0}\sin 0}{w}=\frac{e^{-gT}\sin wT}{w}.$$

```lean
/-- For `w ≠ 0` the correlation starts at one and, with its running integral as the displacement,
obeys the equation of motion of a particle in a harmonic trap, with friction coefficient `2 g` and
squared trap frequency `g² + w²`. -/
theorem vacf_equation_of_motion {g w : ℝ} (hw : w ≠ 0) :
    vacf g w 0 = 1 ∧ ∀ t, HasDerivAt (fun s => vacf g w s)
      (-2 * g * vacf g w t - (g ^ 2 + w ^ 2) * greenKubo g w t) t := by
  refine ⟨by simp [vacf], fun t => ?_⟩
  have h1 : HasDerivAt (fun s : ℝ => -g * s) (-g) t :=
    ((hasDerivAt_id' t).const_mul (-g)).congr_deriv (mul_one _)
  have h2 : HasDerivAt (fun s : ℝ => w * s) w t :=
    ((hasDerivAt_id' t).const_mul w).congr_deriv (mul_one _)
  have hW : w * w⁻¹ = 1 := mul_inv_cancel₀ hw
  rw [greenKubo_eq hw]
  refine (h1.exp.fun_mul (h2.cos.fun_sub (h2.sin.const_mul (g / w)))).congr_deriv ?_
  show Real.exp (-g * t) * (-g) * (Real.cos (w * t) - g / w * Real.sin (w * t))
    + Real.exp (-g * t) * (-Real.sin (w * t) * w - g / w * (Real.cos (w * t) * w))
    = -2 * g * (Real.exp (-g * t) * (Real.cos (w * t) - g / w * Real.sin (w * t)))
      - (g ^ 2 + w ^ 2) * (Real.exp (-g * t) * Real.sin (w * t) / w)
  linear_combination
    Real.exp (-g * t) * (w * Real.sin (w * t) - g * Real.cos (w * t)) * hW
```

The symbol `∧` means "and", and `∀ t` means "for every $t$". The two statements are $C(0)=1$ and

$$C'(t)=-2g\,C(t)-(g^2+w^2)\,K(t).$$

The first follows by inserting $t=0$. For the second, differentiate $C$:

$$C'=e^{-gt}\left(-g\cos wt+\frac{g^2}{w}\sin wt-w\sin wt-g\cos wt\right)=e^{-gt}\left(-2g\cos wt+\Big(\frac{g^2}{w}-w\Big)\sin wt\right).$$

The right-hand side of the claim is

$$e^{-gt}\left(-2g\cos wt+\frac{2g^2}{w}\sin wt-\frac{g^2+w^2}{w}\sin wt\right),$$

which is the same expression. Because $K'=C$, we can read $K$ as a displacement and $C$ as its velocity. The equation is then that of a particle with friction $2g$ per unit mass in a trap of squared frequency $g^2+w^2$. This is what ties the defined function to a trapped atom.

## The full integral vanishes

```lean
/-- For `g > 0` and `w ≠ 0` the velocity correlation is integrable over all positive times
and its integral is zero. -/
theorem diffusivity_zero {g w : ℝ} (hg : 0 < g) (hw : w ≠ 0) :
    IntegrableOn (fun t => vacf g w t) (Ioi 0) ∧ ∫ t in Ioi (0 : ℝ), vacf g w t = 0 := by
  -- the correlation is dominated by a decaying exponential
  have hint : IntegrableOn (fun t => vacf g w t) (Ioi 0) := by
    refine Integrable.mono' (Integrable.const_mul (exp_neg_integrableOn_Ioi 0 hg) (1 + |g / w|))
      (continuous_vacf g w).aestronglyMeasurable (Eventually.of_forall fun t => ?_)
    have hs : |g / w * Real.sin (w * t)| ≤ |g / w| := by
      rw [abs_mul]
      exact mul_le_of_le_one_right (abs_nonneg _) (Real.abs_sin_le_one _)
    have hs' := abs_le.mp hs
    have hb : |Real.cos (w * t) - g / w * Real.sin (w * t)| ≤ 1 + |g / w| :=
      abs_le.mpr ⟨by linarith [Real.neg_one_le_cos (w * t), hs'.2],
        by linarith [Real.cos_le_one (w * t), hs'.1]⟩
    have hm := mul_le_mul_of_nonneg_right hb (Real.exp_pos (-g * t)).le
    show ‖Real.exp (-g * t) * (Real.cos (w * t) - g / w * Real.sin (w * t))‖
      ≤ (1 + |g / w|) * Real.exp (-g * t)
    rw [Real.norm_eq_abs, abs_mul, abs_of_pos (Real.exp_pos _)]
    linarith
  -- the running integral dies out at long times
  have h0 : Tendsto (fun t : ℝ => Real.exp (-g * t)) atTop (𝓝 0) :=
    Real.tendsto_exp_atBot.comp (tendsto_id.const_mul_atTop_of_neg (neg_lt_zero.mpr hg))
  have h1 : Tendsto (fun t : ℝ => Real.exp (-g * t) * Real.sin (w * t)) atTop (𝓝 0) :=
    squeeze_zero_norm (fun t => by
      rw [Real.norm_eq_abs, abs_mul, abs_of_pos (Real.exp_pos _)]
      exact mul_le_of_le_one_right (Real.exp_pos _).le (Real.abs_sin_le_one _)) h0
  have h2 := h1.div_const w
  rw [zero_div] at h2
  refine ⟨hint, (integral_Ioi_of_hasDerivAt_of_tendsto'
    (fun t _ => hasDerivAt_displacement hw t) hint h2).trans ?_⟩
  simp
```

`Ioi 0` is the half-line $t>0$. For $g>0$ and $w\ne0$, the theorem states that $C$ is integrable there and that $\int_0^\infty C\,dt=0$.

Sine and cosine are at most one in size, so $|C(t)|\le(1+|g/w|)\,e^{-gt}$. The right-hand side has a finite integral, hence so has $|C|$; this is `hint`. Next, $|e^{-gT}\sin wT|\le e^{-gT}\to0$, which is `h1`, and dividing by $w$ gives $K(T)\to0$ in `h2`. The integral over the half-line is the limit of the antiderivative minus its value at zero, $0-0=0$.

The condition $g>0$ cannot be relaxed to $g\ge0$. For $g=0$ and $w=1$ the correlation is $\cos t$, whose absolute value contributes 2 in every half period, so integrability fails, and $K(T)=\sin T$ has no limit. Lean assigns the value 0 to the integral of a non-integrable function, so the second half of the statement alone would not reveal the failure.

## The cutoff is the first zero

```lean
/-- For `g, w > 0` the oscillation phase at the truncation time has sine `w / √(g² + w²)`
and cosine `g / √(g² + w²)`. -/
theorem phase_firstZero {g w : ℝ} (hg : 0 < g) (hw : 0 < w) :
    Real.sin (w * firstZero g w) = w / √(g ^ 2 + w ^ 2) ∧
      Real.cos (w * firstZero g w) = g / √(g ^ 2 + w ^ 2) := by
  have hθ : w * firstZero g w = Real.arctan (w / g) := by
    unfold firstZero
    field_simp
  have hR0 : √(g ^ 2 + w ^ 2) ≠ 0 := (Real.sqrt_pos.mpr (by positivity)).ne'
  have hR : √(1 + (w / g) ^ 2) = √(g ^ 2 + w ^ 2) / g := by
    rw [show 1 + (w / g) ^ 2 = (g ^ 2 + w ^ 2) / g ^ 2 by field_simp,
      Real.sqrt_div (by positivity), Real.sqrt_sq hg.le]
  rw [hθ, Real.sin_arctan, Real.cos_arctan, hR]
  constructor <;> field_simp
```

In this section and the next, both $g$ and $w$ are positive. Write $R=\sqrt{g^2+w^2}$ and $\theta=wt_0=\arctan(w/g)$. In a right triangle with legs $g$ and $w$, the angle $\theta$ lies opposite $w$ and the hypotenuse is $R$, so

$$\sin\theta=\frac wR,\qquad\cos\theta=\frac gR.$$

Lean obtains this from the general formulas for the sine and cosine of an arctangent, together with $\sqrt{1+(w/g)^2}=R/g$, called `hR`.

```lean
/-- For `g, w > 0` the truncation time is positive and is the first zero of the velocity
correlation, which is positive at all earlier times `t ≥ 0`. -/
theorem firstZero_spec {g w : ℝ} (hg : 0 < g) (hw : 0 < w) :
    0 < firstZero g w ∧ vacf g w (firstZero g w) = 0 ∧
      ∀ t, 0 ≤ t → t < firstZero g w → 0 < vacf g w t := by
  obtain ⟨hs, hc⟩ := phase_firstZero hg hw
  have hRpos : 0 < √(g ^ 2 + w ^ 2) := Real.sqrt_pos.mpr (by positivity)
  have hR : √(g ^ 2 + w ^ 2) * (√(g ^ 2 + w ^ 2))⁻¹ = 1 := mul_inv_cancel₀ hRpos.ne'
  have hW : w * w⁻¹ = 1 := mul_inv_cancel₀ hw.ne'
  -- amplitude-phase form of the correlation
  have key : ∀ t, vacf g w t = √(g ^ 2 + w ^ 2) / w * Real.exp (-g * t)
      * Real.sin (w * firstZero g w - w * t) := by
    intro t
    rw [Real.sin_sub, hs, hc]
    unfold vacf
    linear_combination (Real.exp (-g * t) * g * w⁻¹ * Real.sin (w * t)
      - Real.exp (-g * t) * Real.cos (w * t) * w * w⁻¹) * hR
      - Real.exp (-g * t) * Real.cos (w * t) * hW
  have hθ : w * firstZero g w = Real.arctan (w / g) := by
    unfold firstZero
    field_simp
  refine ⟨div_pos (Real.arctan_pos.mpr (div_pos hw hg)) hw, by rw [key]; simp, ?_⟩
  intro t ht htz
  rw [key]
  have hlt : w * t < w * firstZero g w := mul_lt_mul_of_pos_left htz hw
  have hwt : 0 ≤ w * t := mul_nonneg hw.le ht
  have hsin : 0 < Real.sin (w * firstZero g w - w * t) :=
    Real.sin_pos_of_pos_of_lt_pi (by linarith)
      (by linarith [Real.arctan_lt_pi_div_two (w / g), Real.pi_pos])
  positivity
```

The three claims are $t_0>0$, $C(t_0)=0$, and $C(t)>0$ for $0\le t<t_0$. They follow from the amplitude-phase form, called `key` in the proof:

$$\frac Rw e^{-gt}\sin(\theta-wt)=\frac Rw e^{-gt}\left(\frac wR\cos wt-\frac gR\sin wt\right)=C(t).$$

At $t=t_0$ the sine is $\sin 0=0$. For $0\le t<t_0$ its argument satisfies $0<\theta-wt\le\theta<\pi/2$, so the sine is positive, and `positivity` concludes that the whole product is. Finally, $t_0>0$ because the arctangent of a positive number is positive.

## The cutoff picks the maximum

```lean
/-- For `g, w > 0`, truncating the Green-Kubo integral at the first zero `t₀` of the
correlation gives `exp (-g t₀) / √(g² + w²)`, which is positive and is the largest value of
the running integral over all times `T ≥ 0`. -/
theorem spurious_diffusivity {g w : ℝ} (hg : 0 < g) (hw : 0 < w) :
    greenKubo g w (firstZero g w)
        = Real.exp (-g * firstZero g w) / √(g ^ 2 + w ^ 2) ∧
      0 < greenKubo g w (firstZero g w) ∧
      ∀ T, 0 ≤ T → greenKubo g w T ≤ greenKubo g w (firstZero g w) := by
  obtain ⟨hs, hc⟩ := phase_firstZero hg hw
  obtain ⟨-, hz, hpos⟩ := firstZero_spec hg hw
  have hR : 0 < √(g ^ 2 + w ^ 2) := Real.sqrt_pos.mpr (by positivity)
  have hW : w * w⁻¹ = 1 := mul_inv_cancel₀ hw.ne'
  have hval : greenKubo g w (firstZero g w)
      = Real.exp (-g * firstZero g w) / √(g ^ 2 + w ^ 2) := by
    rw [greenKubo_eq hw.ne', hs]
    linear_combination Real.exp (-g * firstZero g w) * (√(g ^ 2 + w ^ 2))⁻¹ * hW
  refine ⟨hval, by rw [hval]; positivity, fun T hT => ?_⟩
  rcases le_total T (firstZero g w) with h | h
  · -- before the first zero the integrand is nonnegative
    have hadd := intervalIntegral.integral_add_adjacent_intervals
      ((continuous_vacf g w).intervalIntegrable (μ := volume) 0 T)
      ((continuous_vacf g w).intervalIntegrable (μ := volume) T (firstZero g w))
    have hnn : 0 ≤ ∫ t in T..firstZero g w, vacf g w t := by
      refine intervalIntegral.integral_nonneg h fun t ht => ?_
      rcases lt_or_eq_of_le ht.2 with h' | h'
      · exact (hpos t (hT.trans ht.1) h').le
      · rw [h', hz]
    unfold greenKubo
    linarith
  · -- after it, damping outweighs any later growth of the sine
    obtain ⟨s, hs0, rfl⟩ : ∃ s, 0 ≤ s ∧ T = firstZero g w + s :=
      ⟨T - firstZero g w, by linarith, by ring⟩
    have hsin : Real.sin (w * (firstZero g w + s)) ≤ w / √(g ^ 2 + w ^ 2) * (1 + g * s) := by
      rw [mul_add, Real.sin_add, hs, hc]
      have a := mul_le_mul_of_nonneg_left (Real.cos_le_one (w * s)) (div_pos hw hR).le
      have b := mul_le_mul_of_nonneg_left (Real.sin_le (mul_nonneg hw.le hs0))
        (div_pos hg hR).le
      calc _ ≤ w / √(g ^ 2 + w ^ 2) * 1 + g / √(g ^ 2 + w ^ 2) * (w * s) := add_le_add a b
        _ = _ := by ring
    have hexp : Real.exp (-g * (firstZero g w + s)) * (1 + g * s)
        ≤ Real.exp (-g * firstZero g w) := by
      calc _ ≤ Real.exp (-g * (firstZero g w + s)) * Real.exp (g * s) :=
            mul_le_mul_of_nonneg_left (by linarith [Real.add_one_le_exp (g * s)])
              (Real.exp_pos _).le
        _ = _ := by
            rw [← Real.exp_add]
            congr 1
            ring
    rw [hval, greenKubo_eq hw.ne']
    calc _ ≤ Real.exp (-g * (firstZero g w + s))
            * (w / √(g ^ 2 + w ^ 2) * (1 + g * s)) / w := by gcongr
      _ = Real.exp (-g * (firstZero g w + s)) * (1 + g * s) / √(g ^ 2 + w ^ 2) := by
          linear_combination Real.exp (-g * (firstZero g w + s)) * (1 + g * s)
            * (√(g ^ 2 + w ^ 2))⁻¹ * hW
      _ ≤ _ := div_le_div_of_nonneg_right hexp hR.le
```

The statement has three parts:

$$K(t_0)=\frac{e^{-gt_0}}{\sqrt{g^2+w^2}},\qquad K(t_0)>0,\qquad K(T)\le K(t_0)\ \text{ for all } T\ge0.$$

The value comes from the closed form of $K$ and $\sin\theta=w/R$:

$$K(t_0)=\frac{e^{-gt_0}}{w}\cdot\frac wR=\frac{e^{-gt_0}}{R}.$$

This is `hval`, and it is visibly positive. For the maximum, `rcases` splits the times at $t_0$.

If $T\le t_0$, then $K(t_0)-K(T)=\int_T^{t_0}C\,dt\ge0$, because $C$ is nonnegative up to its first zero. In the code, `hadd` splits the integral at $T$ and `hnn` is the inequality.

If $T\ge t_0$, write $T=t_0+s$ with $s\ge0$. Using $\cos ws\le1$ and $\sin ws\le ws$,

$$\sin(\theta+ws)=\frac wR\cos ws+\frac gR\sin ws\le\frac wR+\frac gR\,ws=\frac wR(1+gs),$$

which is `hsin`. Since $1+gs\le e^{gs}$, the step `hexp` gives $e^{-g(t_0+s)}(1+gs)\le e^{-gt_0}$. The closing `calc` chain puts the two together:

$$K(T)=\frac{e^{-gT}\sin(\theta+ws)}{w}\le\frac{e^{-g(t_0+s)}(1+gs)}{R}\le\frac{e^{-gt_0}}{R}=K(t_0).$$

For simulation practice this means that, in this model of one underdamped mode without statistical noise, no other cutoff overestimates the vanishing diffusivity by more than the first zero does.

## Half a period later

```lean
/-- For `w ≠ 0`, shifting the upper limit by `π / w` (half a period later if `w > 0`) reverses the
sign of the running Green-Kubo integral and multiplies its size by `exp (-g π / w)`. -/
theorem greenKubo_half_period {g w : ℝ} (hw : w ≠ 0) (T : ℝ) :
    greenKubo g w (T + π / w) = -Real.exp (-(g * π / w)) * greenKubo g w T := by
  rw [greenKubo_eq hw, greenKubo_eq hw, show w * (T + π / w) = w * T + π by field_simp,
    Real.sin_add_pi, show -g * (T + π / w) = -g * T + -(g * π / w) by ring, Real.exp_add]
  ring

end

end TrappedAtomGreenKubo
```

The last theorem reads

$$K\!\left(T+\frac{\pi}{w}\right)=-e^{-g\pi/w}K(T).$$

It follows from the closed form, because $\sin(wT+\pi)=-\sin wT$ and $e^{-g(T+\pi/w)}=e^{-gT}e^{-g\pi/w}$. The identity holds for every real $g$ and every $w\neq0$. When both are positive the factor $e^{-g\pi/w}$ is less than one, so a nonzero truncation error changes sign and shrinks by the same ratio with each further half period. Weak damping, $g\ll w$, makes that ratio close to one, and the error then takes many oscillations to die out.

```lean
#print axioms TrappedAtomGreenKubo.vacf_equation_of_motion
#print axioms TrappedAtomGreenKubo.diffusivity_zero
#print axioms TrappedAtomGreenKubo.spurious_diffusivity
#print axioms TrappedAtomGreenKubo.greenKubo_half_period
```

```
'TrappedAtomGreenKubo.vacf_equation_of_motion' depends on axioms: [propext, Classical.choice, Quot.sound]
'TrappedAtomGreenKubo.diffusivity_zero' depends on axioms: [propext, Classical.choice, Quot.sound]
'TrappedAtomGreenKubo.spurious_diffusivity' depends on axioms: [propext, Classical.choice, Quot.sound]
'TrappedAtomGreenKubo.greenKubo_half_period' depends on axioms: [propext, Classical.choice, Quot.sound]
```
